# In the one-angle model of a cubic magnet, a finite 180-degree wall costs more than $2\sqrt{AK}$

## Can a longer window bring the wall energy down to the bound?

When I relax a 180-degree wall in a cubic magnet, I check the result by comparing its energy per area with $2\sqrt{AK}$, twice the energy of a 90-degree wall when the magnetization turns within a cube plane. Here $A$ is the exchange stiffness and $K$ the cubic anisotropy constant, taken positive so that the cube edges are the easy axes. I pin the magnetization angle to $0$ at one end of the window and to $\pi$ at the other.

My energies come out slightly above $2\sqrt{AK}$ and fall as I lengthen the window. Is there some finite length, or some cleverly shaped profile, that gives exactly $2\sqrt{AK}$? Completing the square gives the 90-degree wall its energy exactly, so I expected the same here.

## The excess is the integral of a square that cannot vanish

No finite window reaches the value. Let the magnetization turn in a cube plane by an angle $t(x)$, often written $\theta$, with easy directions at $0$, $\pi/2$ and $\pi$. The energy per area is

$$E=\int_a^b \left(A\,t'^2+K\sin^2 t\cos^2 t\right)dx .$$

The first term is the exchange cost of a non-uniform direction, the second the crystal's cost of leaving an easy axis. Write $g(t)=|\sin t\cos t|$ and $B(u)=\int_0^u g(s)\,ds$. Then

$$A t'^2+K g^2=\left(\sqrt A\,t'-\sqrt K\,g\right)^2+2\sqrt{AK}\,g(t)\,t' ,$$

and since $g(t)\,t'$ is the derivative of $B(t(x))$,

$$E=2\sqrt{AK}\,\left[B(t(b))-B(t(a))\right]+\int_a^b\left(\sqrt A\,t'-\sqrt K\,g(t)\right)^2dx .$$

From $0$ to $\pi/2$ the integral of $\sin s\cos s$ is $1/2$. From $\pi/2$ to $\pi$ it is $-1/2$, which the absolute value turns into another $1/2$. So $B(\pi/2)=1/2$, $B(\pi)=1$, and $E\ge 2\sqrt{AK}$.

Equality would need the continuous square to vanish everywhere, so that $t'=k\,g(t)$ with $k=\sqrt{K/A}$. Since $g(t)\le|t|$, we have $t\,t'\le k t^2$, and therefore

$$\frac{d}{dx}\left(t^2e^{-2kx}\right)=2\left(t\,t'-k t^2\right)e^{-2kx}\le 0 .$$

This quantity is zero at $a$ and never negative, so it is still zero at $b$. The profile never leaves the easy axis, contradicting $t(b)=\pi$. Hence $E>2\sqrt{AK}$.

The 90-degree wall escapes this argument because it is infinitely long. For $K>0$ and $t=\arctan(e^{kx})$,

$$\sin t\cos t=\frac{e^{kx}}{1+e^{2kx}},\qquad t'=k\sin t\cos t ,$$

so the square vanishes, but $t=0$ is reached only as $x\to-\infty$. The energy over $[-L,L]$ is $2\sqrt{AK}\,[B(t(L))-B(t(-L))]$, which tends to $\sqrt{AK}$. A 90-degree wall pinned at both ends of a finite window also lies strictly above its value. Infinite length alone would not give the 180-degree wall equality: a solution of $t'=k\,g(t)$ that starts between $0$ and $\pi/2$ never passes $\pi/2$, where $g$ vanishes again.

For micromagnetic simulation this gives a one-sided check on a converged wall energy, within a continuum model with one angle and one coordinate, provided the end angles are held at $0$ and $\pi$. The step left to you is the mesh: your program evaluates a finite sum, and the theorem concerns the integral. A coarse mesh can fall below the bound. A single jump from $0$ to $\pi$ between neighbouring nodes has no anisotropy cost at the nodes, and its exchange cost shrinks as the spacing grows.

## What the Lean statements say

The main theorem is `two_sqrt_lt_wallEnergy`: if $A>0$, $K\ge0$, $a<b$, and a profile has `t a = 0` and `t b = π`, then `2 * √(A * K) < wallEnergy A K a b t t'`.

- `IsProfile a b t t'` says that `t` is continuous on $[a,b]$ and has derivative `t'` inside, with `t'` continuous up to the ends. The angle may overshoot or turn back, and the end slopes are free.
- `wallEnergy` is $E$, with exchange written as $A t'^2$ without a factor $1/2$.
- `barrier` is $B$, a dimensionless integral over angle and not the height of an energy barrier.
- `rightAngleWall` is the arctangent profile. `rightAngleWall_energy` gives its two limiting angles and its limiting energy for $A,K>0$, which is the sense in which $\sqrt{AK}$ is the 90-degree wall energy.

Stray fields, magnetostriction, higher anisotropy constants and rotation out of the plane are left out of the energy.

```lean
import Mathlib

open Real Set Filter Topology

namespace CubicMagnetWall

noncomputable section

/-- A magnetization profile on `[a, b]`: the angle `t` is continuous on `[a, b]` and has
derivative `t'` inside, where `t'` is continuous up to the end points. -/
structure IsProfile (a b : ℝ) (t t' : ℝ → ℝ) : Prop where
  cont : ContinuousOn t (Icc a b)
  hasDeriv : ∀ x ∈ Ioo a b, HasDerivAt t (t' x) x
  cont' : ContinuousOn t' (Icc a b)

/-- Exchange energy plus cubic anisotropy energy, per unit wall area, of the angle `t`
with slope `t'` between `a` and `b`. -/
def wallEnergy (A K a b : ℝ) (t t' : ℝ → ℝ) : ℝ :=
  ∫ x in a..b, (A * t' x ^ 2 + K * (sin (t x) ^ 2 * cos (t x) ^ 2))

/-- The integral of `|sin s cos s|` over the angles from `0` to `u`. -/
def barrier (u : ℝ) : ℝ := ∫ s in (0 : ℝ)..u, |sin s * cos s|

/-- The 90-degree wall profile `arctan (exp (x √(K/A)))`, for `A, K > 0`. -/
def rightAngleWall (A K x : ℝ) : ℝ := arctan (exp (√(K / A) * x))

lemma continuous_density : Continuous (fun s : ℝ => |sin s * cos s|) :=
  (continuous_sin.mul continuous_cos).abs

lemma hasDerivAt_barrier (u : ℝ) : HasDerivAt barrier |sin u * cos u| u :=
  (continuous_density.integral_hasStrictDerivAt 0 u).hasDerivAt

lemma continuous_barrier : Continuous barrier :=
  continuous_iff_continuousAt.2 fun u => (hasDerivAt_barrier u).continuousAt

lemma barrier_zero : barrier 0 = 0 := intervalIntegral.integral_same

/-- The barrier integral is `1/2` for a rotation by 90 degrees and `1` for one by
180 degrees. -/
theorem barrier_values : barrier (π / 2) = 1 / 2 ∧ barrier π = 1 := by
  have hp := pi_pos
  have h1 : ∫ s in (0 : ℝ)..(π / 2), |sin s * cos s| = 1 / 2 := by
    have e : ∫ s in (0 : ℝ)..(π / 2), |sin s * cos s|
        = ∫ s in (0 : ℝ)..(π / 2), sin s * cos s := by
      apply intervalIntegral.integral_congr
      intro s hs
      rw [uIcc_of_le (by linarith)] at hs
      exact abs_of_nonneg (mul_nonneg
        (sin_nonneg_of_nonneg_of_le_pi hs.1 (by linarith [hs.2]))
        (cos_nonneg_of_mem_Icc ⟨by linarith [hs.1], hs.2⟩))
    rw [e, integral_sin_mul_cos₁, sin_pi_div_two, sin_zero]
    norm_num
  have h2 : ∫ s in (π / 2)..π, |sin s * cos s| = 1 / 2 := by
    have e : ∫ s in (π / 2)..π, |sin s * cos s|
        = ∫ s in (π / 2)..π, -(sin s * cos s) := by
      apply intervalIntegral.integral_congr
      intro s hs
      rw [uIcc_of_le (by linarith)] at hs
      exact abs_of_nonpos (mul_nonpos_of_nonneg_of_nonpos
        (sin_nonneg_of_nonneg_of_le_pi (by linarith [hs.1]) hs.2)
        (cos_nonpos_of_pi_div_two_le_of_le hs.1 (by linarith [hs.2])))
    rw [e, intervalIntegral.integral_neg, integral_sin_mul_cos₁, sin_pi_div_two, sin_pi]
    norm_num
  refine ⟨h1, ?_⟩
  have h3 := intervalIntegral.integral_add_adjacent_intervals
    (continuous_density.intervalIntegrable (μ := MeasureTheory.volume) 0 (π / 2))
    (continuous_density.intervalIntegrable (μ := MeasureTheory.volume) (π / 2) π)
  unfold barrier
  linarith

/-- Completing the square: for `A, K ≥ 0` the wall energy is a term fixed by the end angles
plus the integral of a square. -/
theorem wallEnergy_eq {A K a b : ℝ} {t t' : ℝ → ℝ} (hA : 0 ≤ A) (hK : 0 ≤ K) (hab : a ≤ b)
    (h : IsProfile a b t t') :
    wallEnergy A K a b t t' = 2 * √(A * K) * (barrier (t b) - barrier (t a))
      + ∫ x in a..b, (√A * t' x - √K * |sin (t x) * cos (t x)|) ^ 2 := by
  have hg : ContinuousOn (fun x => |sin (t x) * cos (t x)|) (Icc a b) :=
    continuous_density.comp_continuousOn h.cont
  have hm : ContinuousOn (fun x => |sin (t x) * cos (t x)| * t' x) (Icc a b) :=
    hg.mul h.cont'
  -- the cross term is a total derivative
  have hI : ∫ x in a..b, |sin (t x) * cos (t x)| * t' x = barrier (t b) - barrier (t a) :=
    intervalIntegral.integral_eq_sub_of_hasDerivAt_of_le (f := fun x => barrier (t x)) hab
      (continuous_barrier.comp_continuousOn h.cont)
      (fun x hx => (hasDerivAt_barrier (t x)).comp x (h.hasDeriv x hx))
      (hm.intervalIntegrable_of_Icc hab)
  have i1 : IntervalIntegrable (fun x => 2 * √(A * K) * (|sin (t x) * cos (t x)| * t' x))
      MeasureTheory.volume a b :=
    (continuousOn_const.mul hm).intervalIntegrable_of_Icc hab
  have i2 : IntervalIntegrable (fun x => (√A * t' x - √K * |sin (t x) * cos (t x)|) ^ 2)
      MeasureTheory.volume a b :=
    (((continuousOn_const.mul h.cont').sub
      (continuousOn_const.mul hg)).pow 2).intervalIntegrable_of_Icc hab
  rw [← hI, ← intervalIntegral.integral_const_mul, ← intervalIntegral.integral_add i1 i2]
  apply intervalIntegral.integral_congr
  intro x _
  beta_reduce
  rw [sqrt_mul hA K]
  linear_combination (-(t' x) ^ 2) * sq_sqrt hA
    - |sin (t x) * cos (t x)| ^ 2 * sq_sqrt hK - K * sq_abs (sin (t x) * cos (t x))

/-- For `A > 0`, a profile that starts at the easy axis `t = 0` and obeys the first-order wall
equation `√A t' = √K |sin t cos t|` on `[a, b]` is still at `t = 0` at `b`. -/
theorem stays_on_easy_axis {A K a b : ℝ} {t t' : ℝ → ℝ} (hA : 0 < A) (hab : a ≤ b)
    (h : IsProfile a b t t') (h0 : t a = 0)
    (heq : ∀ x ∈ Icc a b, √A * t' x = √K * |sin (t x) * cos (t x)|) : t b = 0 := by
  have hA' : 0 < √A := sqrt_pos.2 hA
  obtain ⟨k, hk⟩ : ∃ k, k = √K / √A := ⟨_, rfl⟩
  have hk0 : 0 ≤ k := by rw [hk]; positivity
  have hsin : ∀ u : ℝ, |sin u * cos u| ≤ |u| := by
    intro u
    have h1 := one_sub_sq_div_two_le_cos (x := 2 * u)
    rw [cos_two_mul] at h1
    have h2 : |sin u| ≤ |u| := sq_le_sq.1 (by nlinarith [sin_sq_add_cos_sq u])
    rw [abs_mul]
    nlinarith [abs_cos_le_one u, abs_nonneg (sin u)]
  have hF : ∀ x ∈ Ioo a b, HasDerivAt (fun y => t y * t y * exp (-(2 * k) * y))
      (2 * (t x * t' x - k * t x ^ 2) * exp (-(2 * k) * x)) x := by
    intro x hx
    have h1 := (h.hasDeriv x hx).fun_mul (h.hasDeriv x hx)
    have h2 := ((hasDerivAt_id' x).const_mul (-(2 * k))).exp
    exact (h1.fun_mul h2).congr_deriv (by ring)
  -- the weighted square of the angle cannot grow
  have hanti : AntitoneOn (fun y => t y * t y * exp (-(2 * k) * y)) (Icc a b) := by
    apply antitoneOn_of_deriv_nonpos (convex_Icc a b)
    · exact (h.cont.mul h.cont).mul
        (continuous_exp.comp (continuous_const.mul continuous_id)).continuousOn
    · rw [interior_Icc]
      exact fun x hx => (hF x hx).differentiableAt.differentiableWithinAt
    · rw [interior_Icc]
      intro x hx
      rw [(hF x hx).deriv]
      have ht : t' x = k * |sin (t x) * cos (t x)| := by
        rw [hk, div_mul_eq_mul_div, eq_div_iff hA'.ne']
        linear_combination heq x (Ioo_subset_Icc_self hx)
      have hb : t x * t' x ≤ k * t x ^ 2 := by
        rw [ht]
        calc t x * (k * |sin (t x) * cos (t x)|)
            ≤ |t x| * (k * |sin (t x) * cos (t x)|) :=
              mul_le_mul_of_nonneg_right (le_abs_self _) (mul_nonneg hk0 (abs_nonneg _))
          _ ≤ |t x| * (k * |t x|) :=
              mul_le_mul_of_nonneg_left (mul_le_mul_of_nonneg_left (hsin _) hk0)
                (abs_nonneg _)
          _ = k * t x ^ 2 := by rw [← sq_abs (t x)]; ring
      exact mul_nonpos_of_nonpos_of_nonneg (by linarith) (exp_pos _).le
  have hle : t b * t b * exp (-(2 * k) * b) ≤ t a * t a * exp (-(2 * k) * a) :=
    hanti (left_mem_Icc.2 hab) (right_mem_Icc.2 hab) hab
  rw [h0, zero_mul, zero_mul] at hle
  by_contra hb
  exact absurd hle (not_le_of_gt (mul_pos (mul_self_pos.2 hb) (exp_pos _)))

/-- For `A > 0` and `K ≥ 0`, a profile of finite length that turns from the easy axis `t = 0`
to any other angle costs strictly more than `2 √(AK)` times the barrier integral. -/
theorem barrier_lt_wallEnergy {A K a b : ℝ} {t t' : ℝ → ℝ} (hA : 0 < A) (hK : 0 ≤ K)
    (hab : a < b) (h : IsProfile a b t t') (h0 : t a = 0) (hb : t b ≠ 0) :
    2 * √(A * K) * barrier (t b) < wallEnergy A K a b t t' := by
  have hpos : 0 < ∫ x in a..b, (√A * t' x - √K * |sin (t x) * cos (t x)|) ^ 2 := by
    apply intervalIntegral.integral_pos hab
    · exact ((continuousOn_const.mul h.cont').sub (continuousOn_const.mul
        (continuous_density.comp_continuousOn h.cont))).pow 2
    · exact fun x _ => sq_nonneg _
    · -- otherwise the first-order equation holds everywhere
      by_contra hn
      refine hb (stays_on_easy_axis (K := K) hA hab.le h h0 fun x hx => ?_)
      have hz : (√A * t' x - √K * |sin (t x) * cos (t x)|) ^ 2 = 0 :=
        le_antisymm (not_lt.1 fun hp => hn ⟨x, hx, hp⟩) (sq_nonneg _)
      exact sub_eq_zero.1 ((pow_eq_zero_iff two_ne_zero).1 hz)
  rw [wallEnergy_eq hA.le hK hab.le h, h0, barrier_zero, sub_zero]
  linarith

/-- For `A > 0` and `K ≥ 0`, in the one-angle model of a cubic magnet, every profile on a finite
interval that turns from `t = 0` to `t = π` (a 180-degree wall) has energy strictly greater than
`2 √(AK)`. -/
theorem two_sqrt_lt_wallEnergy {A K a b : ℝ} {t t' : ℝ → ℝ} (hA : 0 < A) (hK : 0 ≤ K)
    (hab : a < b) (h : IsProfile a b t t') (h0 : t a = 0) (hb : t b = π) :
    2 * √(A * K) < wallEnergy A K a b t t' := by
  have := barrier_lt_wallEnergy hA hK hab h h0 (by rw [hb]; exact pi_ne_zero)
  rwa [hb, barrier_values.2, mul_one] at this

/-- For `A > 0` and `K ≥ 0`, in the one-angle model of a cubic magnet, every profile on a finite
interval that turns from `t = 0` to `t = π / 2` (a 90-degree wall) has energy strictly greater than
`√(AK)`. -/
theorem sqrt_lt_wallEnergy {A K a b : ℝ} {t t' : ℝ → ℝ} (hA : 0 < A) (hK : 0 ≤ K)
    (hab : a < b) (h : IsProfile a b t t') (h0 : t a = 0) (hb : t b = π / 2) :
    √(A * K) < wallEnergy A K a b t t' := by
  have := barrier_lt_wallEnergy hA hK hab h h0 (by rw [hb]; exact pi_div_two_pos.ne')
  rw [hb, barrier_values.1] at this
  linarith

/-- For `A, K > 0`, the profile `arctan (exp (x √(K/A)))` turns from `0` to `π/2` along the
infinite line, and its energy over `[-L, L]` tends to `√(AK)` as `L` grows. -/
theorem rightAngleWall_energy {A K : ℝ} (hA : 0 < A) (hK : 0 < K) :
    Tendsto (rightAngleWall A K) atBot (𝓝 0) ∧
    Tendsto (rightAngleWall A K) atTop (𝓝 (π / 2)) ∧
    Tendsto (fun L => wallEnergy A K (-L) L (rightAngleWall A K) (deriv (rightAngleWall A K)))
      atTop (𝓝 √(A * K)) := by
  have hk : 0 < √(K / A) := sqrt_pos.2 (div_pos hK hA)
  have hA' : √A ≠ 0 := (sqrt_pos.2 hA).ne'
  have hAk : √A * √(K / A) = √K := by
    rw [sqrt_div hK.le]
    field_simp
  have hsc : ∀ x, sin (rightAngleWall A K x) * cos (rightAngleWall A K x)
      = exp (√(K / A) * x) / (1 + exp (√(K / A) * x) ^ 2) := by
    intro x
    unfold rightAngleWall
    rw [sin_arctan, cos_arctan, div_mul_div_comm, mul_self_sqrt (by positivity), mul_one]
  have hd : ∀ x, HasDerivAt (rightAngleWall A K)
      (√(K / A) * (sin (rightAngleWall A K x) * cos (rightAngleWall A K x))) x := by
    intro x
    rw [hsc]
    exact ((hasDerivAt_id' x).const_mul √(K / A)).exp.arctan.congr_deriv (by ring)
  have hc : Continuous (rightAngleWall A K) :=
    continuous_iff_continuousAt.2 fun x => (hd x).continuousAt
  have hbot : Tendsto (rightAngleWall A K) atBot (𝓝 0) := by
    have h1 := (continuous_arctan.tendsto 0).comp
      (tendsto_exp_atBot.comp (tendsto_id.const_mul_atBot hk))
    rw [arctan_zero] at h1
    exact h1
  have htop : Tendsto (rightAngleWall A K) atTop (𝓝 (π / 2)) :=
    (tendsto_arctan_atTop.mono_right nhdsWithin_le_nhds).comp
      (tendsto_exp_atTop.comp (tendsto_id.const_mul_atTop hk))
  refine ⟨hbot, htop, ?_⟩
  have hderiv : deriv (rightAngleWall A K) = fun x =>
      √(K / A) * (sin (rightAngleWall A K x) * cos (rightAngleWall A K x)) :=
    funext fun x => (hd x).deriv
  rw [hderiv]
  have hlim : Tendsto (fun L => 2 * √(A * K) *
      (barrier (rightAngleWall A K L) - barrier (rightAngleWall A K (-L))))
      atTop (𝓝 (2 * √(A * K) * (barrier (π / 2) - barrier 0))) :=
    (((continuous_barrier.tendsto _).comp htop).sub
      ((continuous_barrier.tendsto _).comp (hbot.comp tendsto_neg_atTop_atBot))).const_mul _
  have hval : 2 * √(A * K) * (barrier (π / 2) - barrier 0) = √(A * K) := by
    rw [barrier_values.1, barrier_zero]
    ring
  rw [hval] at hlim
  refine hlim.congr' ?_
  filter_upwards [eventually_ge_atTop (0 : ℝ)] with L hL
  rw [wallEnergy_eq hA.le hK.le (by linarith) ⟨hc.continuousOn, fun x _ => hd x,
    (continuous_const.mul ((continuous_sin.comp hc).mul
      (continuous_cos.comp hc))).continuousOn⟩]
  -- the square vanishes identically along this profile
  have hz : ∀ x, (√A * (√(K / A) * (sin (rightAngleWall A K x) * cos (rightAngleWall A K x)))
      - √K * |sin (rightAngleWall A K x) * cos (rightAngleWall A K x)|) ^ 2 = 0 := by
    intro x
    rw [abs_of_nonneg (by rw [hsc]; positivity), ← mul_assoc, hAk, sub_self]
    norm_num
  simp only [hz, intervalIntegral.integral_zero, add_zero]

end

end CubicMagnetWall
```

```lean
#print axioms CubicMagnetWall.two_sqrt_lt_wallEnergy
#print axioms CubicMagnetWall.sqrt_lt_wallEnergy
#print axioms CubicMagnetWall.rightAngleWall_energy
```

```
'CubicMagnetWall.two_sqrt_lt_wallEnergy' depends on axioms: [propext, Classical.choice, Quot.sound]
'CubicMagnetWall.sqrt_lt_wallEnergy' depends on axioms: [propext, Classical.choice, Quot.sound]
'CubicMagnetWall.rightAngleWall_energy' depends on axioms: [propext, Classical.choice, Quot.sound]
```

## From the square to the strict inequality in Lean

`hasDerivAt_barrier` is the fundamental theorem of calculus for $B$, and `barrier_values` computes the two values by splitting the range at $\pi/2$, where the cosine changes sign.

`wallEnergy_eq` is the completed square. Its step `hI` integrates the cross term by the chain rule, and `linear_combination` then checks the algebraic identity between the integrands.

`stays_on_easy_axis` is the argument with the exponential weight. The bound `hsin` is $g(u)\le|u|$, obtained from $\cos 2u\ge 1-2u^2$ and $|\cos u|\le 1$. `hF` differentiates $t^2e^{-2kx}$, and `hanti` turns the sign of that derivative into monotonicity. Comparing the two ends forces `t b = 0`.

`barrier_lt_wallEnergy` joins these for any end angle other than $0$. A continuous non-negative function has a positive integral once it is positive somewhere; if the square were positive nowhere, the first-order equation would hold throughout and the previous lemma would give a contradiction. Inserting $B(\pi)=1$ and $B(\pi/2)=1/2$ yields the 180-degree and 90-degree bounds.

For `rightAngleWall_energy`, `hd` establishes the first-order equation and `hz` makes the square zero. The limit then follows from the continuity of $B$ and the limits of the arctangent.
